# Second-order accuracy of the DIIS residual prediction for bounded weights and a Lipschitz derivative

DIIS combines stored iterates with weights that sum to one and make the same combination of their residuals small. For a nonlinear residual, a small combination need not mean a small residual at the new point. Take $F(a)=a^2$ on the real line, with iterates $0$ and $r>0$ and weights $1-1/r$ and $1/r$. These weights are chosen by hand; minimising the mixed residual, as DIIS does, would put all the weight on the iterate $0$. The mixed residual is $r$, but the mixed point is $1$, where the true residual is $1$. As $r\to0$ the prediction tends to zero and the true residual stays put. An error bound for arbitrary weights summing to one therefore cannot rest on the spread of the iterates alone; it must also involve the weights.

## Cancellation of the linear terms

Let $x_i$ be finitely many iterates, $c_i$ real weights of either sign with $\sum_i c_i=1$, and $z=\sum_i c_i x_i$. Suppose that $F$ has derivative $F'$ on a convex set $D$ containing $z$ and all $x_i$, and that $\|F'(y)-F'(w)\|\le L\|y-w\|$ there. The claim is
$$\Big\|F(z)-\sum_i c_iF(x_i)\Big\|\le \frac L2\sum_i|c_i|\,\|x_i-z\|^2 .$$

For $x\in D$, follow the Taylor remainder along the segment from $z$ to $x$:
$$R(t)=F(z+t(x-z))-F(z)-tF'(z)(x-z).$$
Then $R(0)=0$, and
$$\|R'(t)\|=\|[F'(z+t(x-z))-F'(z)](x-z)\|\le Lt\|x-z\|^2 .$$
The right side is the derivative of $\frac L2\|x-z\|^2t^2$, so $\|R(1)\|\le\frac L2\|x-z\|^2$.

Write $R_i=F(x_i)-F(z)-F'(z)(x_i-z)$. Since $\sum_i c_i(x_i-z)=z-z=0$,
$$\sum_i c_iR_i=\sum_i c_iF(x_i)-F(z).$$
The prediction error is thus $-\sum_i c_iR_i$, and the triangle inequality gives the claim.

Now let $\|x_i-p\|\le r$ for some point $p$, and $\sum_i|c_i|\le C$. From $z-p=\sum_i c_i(x_i-p)$ we get $\|z-p\|\le Cr$, hence $\|x_i-z\|\le(1+C)r$. The error is at most $\frac L2C(1+C)^2r^2$, which is second order in $r$ when $C$ is fixed.

## The bound in Lean

The iterates live in `E` and the residuals in `G`, both real normed spaces. Neither needs to be complete or finite-dimensional; the finite type `ι` labels the stored iterates.

```lean
import Mathlib

open Set

namespace DIISExtrapolation

variable {ι E G : Type*} [Fintype ι]
  [NormedAddCommGroup E] [NormedSpace ℝ E] [NormedAddCommGroup G] [NormedSpace ℝ G]
```

The same operation mixes iterates and residuals.

```lean
/-- The combination `∑ c_i x_i` of stored vectors with weights `c_i`. -/
def mix (c : ι → ℝ) (x : ι → E) : E := ∑ i, c i • x i
```

The sign convention is true residual minus predicted residual.

```lean
/-- The true residual at the mixed iterate minus the mixed residual that DIIS predicts. -/
def predictionError (F : E → G) (c : ι → ℝ) (x : ι → E) : G :=
  F (mix c x) - mix c (fun i => F (x i))
```

In the Taylor estimate, `HasFDerivAt` asks for a derivative in the full space at each point of `D`. Convexity keeps the segment inside `D`. The steps `hder` and `bound` compute and estimate $R'(t)$, `hB` differentiates the quadratic majorant, and a comparison theorem from Mathlib replaces integration.

```lean
/-- On a convex set where the derivative of `F` is `L`-Lipschitz, the linear model of `F`
at `z` has an error of at most `(L/2) ‖x - z‖²` at `x`. -/
theorem taylor_remainder_le {F : E → G} {F' : E → E →L[ℝ] G} {D : Set E} {L : ℝ}
    (hD : Convex ℝ D) (hF : ∀ y ∈ D, HasFDerivAt F (F' y) y)
    (hL : ∀ y ∈ D, ∀ w ∈ D, ‖F' y - F' w‖ ≤ L * ‖y - w‖)
    {z x : E} (hz : z ∈ D) (hx : x ∈ D) :
    ‖F x - F z - F' z (x - z)‖ ≤ L / 2 * ‖x - z‖ ^ 2 := by
  have hseg : ∀ t ∈ Icc (0 : ℝ) 1, z + t • (x - z) ∈ D :=
    fun t ht => hD.add_smul_sub_mem hz hx ht
  -- the remainder along the segment, and its derivative
  have hder : ∀ t ∈ Icc (0 : ℝ) 1,
      HasDerivAt (fun s : ℝ => F (z + s • (x - z)) - F z - s • F' z (x - z))
        (F' (z + t • (x - z)) (x - z) - F' z (x - z)) t := by
    intro t ht
    have hline : HasDerivAt (fun s : ℝ => z + s • (x - z)) (x - z) t := by
      have h := ((hasDerivAt_id' t).smul_const (x - z)).const_add z
      rw [one_smul] at h
      exact h
    have h1 := (hF _ (hseg t ht)).comp_hasDerivAt t hline
    have h2 : HasDerivAt (fun s : ℝ => s • F' z (x - z)) (F' z (x - z)) t := by
      have h := (hasDerivAt_id' t).smul_const (F' z (x - z))
      rw [one_smul] at h
      exact h
    exact (h1.sub_const (F z)).sub h2
  have hB : ∀ t : ℝ, HasDerivAt (fun s : ℝ => L / 2 * ‖x - z‖ ^ 2 * (s * s))
      (L * ‖x - z‖ ^ 2 * t) t := by
    intro t
    have h := ((hasDerivAt_id' t).mul (hasDerivAt_id' t)).const_mul (L / 2 * ‖x - z‖ ^ 2)
    exact h.congr_deriv (by ring)
  -- the Lipschitz condition bounds the speed at which the remainder grows
  have bound : ∀ t ∈ Ico (0 : ℝ) 1,
      ‖F' (z + t • (x - z)) (x - z) - F' z (x - z)‖ ≤ L * ‖x - z‖ ^ 2 * t := by
    intro t ht
    calc ‖F' (z + t • (x - z)) (x - z) - F' z (x - z)‖
        ≤ ‖F' (z + t • (x - z)) - F' z‖ * ‖x - z‖ :=
          (F' (z + t • (x - z)) - F' z).le_opNorm (x - z)
      _ ≤ L * ‖z + t • (x - z) - z‖ * ‖x - z‖ :=
          mul_le_mul_of_nonneg_right
            (hL _ (hseg t (Ico_subset_Icc_self ht)) _ hz) (norm_nonneg _)
      _ = L * ‖x - z‖ ^ 2 * t := by
          rw [add_sub_cancel_left, norm_smul, Real.norm_of_nonneg ht.1]
          ring
  have key := image_norm_le_of_norm_deriv_right_le_deriv_boundary
    (fun t ht => (hder t ht).continuousAt.continuousWithinAt)
    (fun t ht => (hder t (Ico_subset_Icc_self ht)).hasDerivWithinAt)
    (by simp) hB bound (right_mem_Icc.2 zero_le_one)
  simpa using key
```

The cancellation holds for any continuous linear map `A`, so this identity needs no differentiability. In the proof, `h0` is $\sum_i c_i(x_i-z)=0$, and `hA` is its image under `A`.

```lean
/-- If the weights sum to one, the prediction error is minus the weighted sum of the errors
of a linear model at the mixed point, whatever its slope `A`. -/
theorem predictionError_eq (F : E → G) {c : ι → ℝ} (x : ι → E) (hc : ∑ i, c i = 1)
    (A : E →L[ℝ] G) :
    predictionError F c x =
      -∑ i, c i • (F (x i) - F (mix c x) - A (x i - mix c x)) := by
  have h0 : ∑ i, c i • (x i - mix c x) = 0 := by
    simp only [smul_sub, Finset.sum_sub_distrib, ← Finset.sum_smul, hc, one_smul]
    exact sub_self _
  -- the linear terms cancel
  have hA : ∑ i, c i • A (x i - mix c x) = 0 := by
    have h := congrArg A h0
    simpa only [map_sum, map_smul, map_zero] using h
  change F (mix c x) - ∑ i, c i • F (x i) = _
  simp only [smul_sub, Finset.sum_sub_distrib, ← Finset.sum_smul, hc, one_smul, hA]
  rw [sub_zero, neg_sub]
```

Choosing `A` as the derivative at $z$ and bounding term by term proves the main inequality. The hypothesis `hz` matters because negative weights can carry $z$ out of `D`; taking `D` to be the whole space removes the concern.

```lean
/-- If the weights sum to one and `F` has an `L`-Lipschitz derivative on a convex set holding
the iterates and their mixture `z`, the DIIS prediction error is at most
`(L/2) ∑ |c_i| ‖x_i - z‖²`. -/
theorem norm_predictionError_le {F : E → G} {F' : E → E →L[ℝ] G} {D : Set E} {L : ℝ}
    (hD : Convex ℝ D) (hF : ∀ y ∈ D, HasFDerivAt F (F' y) y)
    (hL : ∀ y ∈ D, ∀ w ∈ D, ‖F' y - F' w‖ ≤ L * ‖y - w‖)
    {c : ι → ℝ} {x : ι → E} (hc : ∑ i, c i = 1) (hx : ∀ i, x i ∈ D) (hz : mix c x ∈ D) :
    ‖predictionError F c x‖ ≤ L / 2 * ∑ i, |c i| * ‖x i - mix c x‖ ^ 2 := by
  rw [predictionError_eq F x hc (F' (mix c x)), norm_neg, Finset.mul_sum]
  refine (norm_sum_le _ _).trans (Finset.sum_le_sum fun i _ => ?_)
  rw [norm_smul, Real.norm_eq_abs]
  calc |c i| * ‖F (x i) - F (mix c x) - F' (mix c x) (x i - mix c x)‖
      ≤ |c i| * (L / 2 * ‖x i - mix c x‖ ^ 2) :=
        mul_le_mul_of_nonneg_left (taylor_remainder_le hD hF hL hz (hx i)) (abs_nonneg _)
    _ = L / 2 * (|c i| * ‖x i - mix c x‖ ^ 2) := by ring
```

The reverse triangle inequality turns this into a bound on the true residual.

```lean
/-- If the weights sum to one and `F` has an `L`-Lipschitz derivative on a convex set holding the
iterates and their mixture `z`, the norm of the true residual at `z` is at most that of the mixed
residual plus `(L/2) ∑ |c_i| ‖x_i - z‖²`. -/
theorem norm_residual_le {F : E → G} {F' : E → E →L[ℝ] G} {D : Set E} {L : ℝ}
    (hD : Convex ℝ D) (hF : ∀ y ∈ D, HasFDerivAt F (F' y) y)
    (hL : ∀ y ∈ D, ∀ w ∈ D, ‖F' y - F' w‖ ≤ L * ‖y - w‖)
    {c : ι → ℝ} {x : ι → E} (hc : ∑ i, c i = 1) (hx : ∀ i, x i ∈ D) (hz : mix c x ∈ D) :
    ‖F (mix c x)‖ ≤ ‖mix c (fun i => F (x i))‖
      + L / 2 * ∑ i, |c i| * ‖x i - mix c x‖ ^ 2 := by
  have h := norm_predictionError_le hD hF hL hc hx hz
  have ht := norm_sub_norm_le (F (mix c x)) (mix c (fun i => F (x i)))
  unfold predictionError at h
  linarith
```

In a self-consistent-field calculation, $x_i$ may be density matrices and $F$ a residual computed from the density matrix, such as its commutator, in an orthonormal basis, with the Fock matrix built from it. If the derivative is Lipschitz, the bound concerns the residual at the mixed density matrix itself. It says nothing about the new density matrix that a later diagonalisation gives, the choice of weights or the convergence of the iteration.

The second-order estimate follows the derivation above, with `hzp` bounding $\|z-p\|$ and `hdist` bounding $\|x_i-z\|^2$. The condition `0 ≤ L` is listed separately because the Lipschitz inequality does not force it when `D` is a single point.

```lean
/-- Let the weights sum to one and let `F` have an `L`-Lipschitz derivative, with `L ≥ 0`, on a
convex set holding the iterates and their mixture. If all iterates lie within `r` of a point `p` and
`∑ |c_i| ≤ C`, the prediction error is at most `(L/2) C (1 + C)² r²`. -/
theorem predictionError_second_order {F : E → G} {F' : E → E →L[ℝ] G} {D : Set E}
    {L C r : ℝ} (hD : Convex ℝ D) (hF : ∀ y ∈ D, HasFDerivAt F (F' y) y)
    (hL : ∀ y ∈ D, ∀ w ∈ D, ‖F' y - F' w‖ ≤ L * ‖y - w‖) (hL0 : 0 ≤ L)
    {c : ι → ℝ} {x : ι → E} (hc : ∑ i, c i = 1) (hx : ∀ i, x i ∈ D) (hz : mix c x ∈ D)
    (p : E) (hr : ∀ i, ‖x i - p‖ ≤ r) (hC : ∑ i, |c i| ≤ C) :
    ‖predictionError F c x‖ ≤ L / 2 * (C * ((1 + C) ^ 2 * r ^ 2)) := by
  have hne : Nonempty ι := by
    by_contra h
    rw [not_nonempty_iff] at h
    simp at hc
  have hr0 : 0 ≤ r := (norm_nonneg _).trans (hr hne.some)
  -- the mixed point lies within `C r` of `p`
  have hzp : ‖mix c x - p‖ ≤ C * r := by
    have h : mix c x - p = ∑ i, c i • (x i - p) := by
      simp only [smul_sub, Finset.sum_sub_distrib, ← Finset.sum_smul, hc, one_smul]
      rfl
    rw [h]
    calc ‖∑ i, c i • (x i - p)‖ ≤ ∑ i, |c i| * r := by
          refine (norm_sum_le _ _).trans (Finset.sum_le_sum fun i _ => ?_)
          rw [norm_smul, Real.norm_eq_abs]
          exact mul_le_mul_of_nonneg_left (hr i) (abs_nonneg _)
      _ = (∑ i, |c i|) * r := by rw [Finset.sum_mul]
      _ ≤ C * r := mul_le_mul_of_nonneg_right hC hr0
  have hdist : ∀ i, ‖x i - mix c x‖ ^ 2 ≤ (1 + C) ^ 2 * r ^ 2 := by
    intro i
    have h1 := norm_sub_le (x i - p) (mix c x - p)
    rw [sub_sub_sub_cancel_right] at h1
    have h2 : ‖x i - mix c x‖ ≤ (1 + C) * r := by linarith [hr i]
    rw [← mul_pow]
    exact pow_le_pow_left₀ (norm_nonneg _) h2 2
  refine (norm_predictionError_le hD hF hL hc hx hz).trans
    (mul_le_mul_of_nonneg_left ?_ (by linarith))
  calc ∑ i, |c i| * ‖x i - mix c x‖ ^ 2
      ≤ ∑ i, |c i| * ((1 + C) ^ 2 * r ^ 2) :=
        Finset.sum_le_sum fun i _ => mul_le_mul_of_nonneg_left (hdist i) (abs_nonneg _)
    _ = (∑ i, |c i|) * ((1 + C) ^ 2 * r ^ 2) := by rw [Finset.sum_mul]
    _ ≤ C * ((1 + C) ^ 2 * r ^ 2) := mul_le_mul_of_nonneg_right hC (by positivity)
```

## Equality and unbounded weights

For $F(a)=\frac L2a^2$, the remainder at $z$ is exactly $\frac L2(x_i-z)^2$. With nonnegative weights the terms cannot cancel, and the main bound is an equality. The proof uses the identity above with slope $Lz$.

```lean
/-- For `F(a) = (L/2) a²` on the real line with `L ≥ 0`, and nonnegative weights summing to
one, the prediction error equals `(L/2) ∑ |c_i| ‖x_i - z‖²` in norm. -/
theorem quadratic_attains_bound {L : ℝ} (hL0 : 0 ≤ L) {c : ι → ℝ} (x : ι → ℝ)
    (hc : ∑ i, c i = 1) (hc0 : ∀ i, 0 ≤ c i) :
    ‖predictionError (fun a : ℝ => L / 2 * a ^ 2) c x‖ =
      L / 2 * ∑ i, |c i| * ‖x i - mix c x‖ ^ 2 := by
  have h : predictionError (fun a : ℝ => L / 2 * a ^ 2) c x =
      -(L / 2 * ∑ i, c i * (x i - mix c x) ^ 2) := by
    rw [predictionError_eq _ x hc ((L * mix c x) • ContinuousLinearMap.id ℝ ℝ),
      Finset.mul_sum]
    congr 1
    refine Finset.sum_congr rfl fun i _ => ?_
    change c i * (L / 2 * x i ^ 2 - L / 2 * mix c x ^ 2
      - L * mix c x * (x i - mix c x)) = _
    ring
  rw [h, norm_neg, Real.norm_of_nonneg (mul_nonneg (by linarith)
    (Finset.sum_nonneg fun i _ => mul_nonneg (hc0 i) (sq_nonneg _)))]
  congr 1
  refine Finset.sum_congr rfl fun i _ => ?_
  rw [abs_of_nonneg (hc0 i), Real.norm_eq_abs, sq_abs]
```

The opening example has error $1-r$. For $0<r<1$ its weights satisfy $\sum_i|c_i|=2/r-1$, so no fixed $C$ serves all small $r$. The proof expands the two-term sums and uses $(1/r)r=1$.

```lean
/-- For `F(a) = a²`, the iterates `0` and `r ≠ 0` with weights `1 - 1/r` and `1/r` give the
prediction error `1 - r`. -/
theorem large_weights_error {r : ℝ} (hr : r ≠ 0) :
    predictionError (fun a : ℝ => a ^ 2) ![1 - 1 / r, 1 / r] ![0, r] = 1 - r := by
  have h : 1 / r * r = 1 := one_div_mul_cancel hr
  simp only [predictionError, mix, Fin.sum_univ_two, Matrix.cons_val_zero,
    Matrix.cons_val_one, smul_eq_mul]
  linear_combination (1 / r * r + 1 - r) * h

end DIISExtrapolation
```

```lean
#print axioms DIISExtrapolation.norm_residual_le
#print axioms DIISExtrapolation.predictionError_second_order
#print axioms DIISExtrapolation.quadratic_attains_bound
#print axioms DIISExtrapolation.large_weights_error
```

```
'DIISExtrapolation.norm_residual_le' depends on axioms: [propext, Classical.choice, Quot.sound]
'DIISExtrapolation.predictionError_second_order' depends on axioms: [propext, Classical.choice, Quot.sound]
'DIISExtrapolation.quadratic_attains_bound' depends on axioms: [propext, Classical.choice, Quot.sound]
'DIISExtrapolation.large_weights_error' depends on axioms: [propext, Classical.choice, Quot.sound]
```
